# The explicit Hermite cubic takes prescribed values and slopes at both ends of an interval

For real `a < b` and any real end values `ya`, `yb` and slopes `ma`, `mb`, the theorem `hermiteCubic_isHermitePiece` states that an explicit polynomial has degree at most three and takes those values and slopes at `a` and `b`. This is a statement about interpolation on a single interval; it assumes no physical model and does not claim that the cubic is unique. The polynomial is written in powers of `X - C a`, the distance from the left end. The attempt splits the claim into five parts, proves the degree bound with `compute_degree`, and treats the values and slopes by simplification, with `field_simp` and `ring` for the two conditions at `b`.

In Lean, a first try:

```lean
import Mathlib

open Polynomial

namespace CubicSplineSlopes

noncomputable section

/-- A cubic Hermite piece on `[a, b]`: a polynomial of degree at most three with values `ya`, `yb`
and slopes `ma`, `mb` at the two ends. -/
def IsHermitePiece (p : ℝ[X]) (a b ya yb ma mb : ℝ) : Prop :=
  p.natDegree ≤ 3 ∧ p.eval a = ya ∧ p.eval b = yb ∧
    p.derivative.eval a = ma ∧ p.derivative.eval b = mb

/-- The explicit Hermite cubic, written in powers of the distance from the left end. -/
def hermiteCubic (a b ya yb ma mb : ℝ) : ℝ[X] :=
  C ya + C ma * (X - C a)
    + C (3 * (yb - ya) / (b - a) ^ 2 - (2 * ma + mb) / (b - a)) * (X - C a) ^ 2
    + C ((ma + mb) / (b - a) ^ 2 - 2 * (yb - ya) / (b - a) ^ 3) * (X - C a) ^ 3

/-- On every interval `a < b` the explicit cubic has the prescribed end values and slopes. -/
theorem hermiteCubic_isHermitePiece {a b : ℝ} (hab : a < b) (ya yb ma mb : ℝ) :
    IsHermitePiece (hermiteCubic a b ya yb ma mb) a b ya yb ma mb := by
  have hne : b - a ≠ 0 := (sub_pos.mpr hab).ne'
  refine ⟨?_, ?_, ?_, ?_, ?_⟩
  · unfold hermiteCubic
    compute_degree
  · simp [hermiteCubic]
  · simp [hermiteCubic]
    field_simp <;> ring
  · simp [hermiteCubic]
  · simp [hermiteCubic]
    field_simp <;> ring

end

end CubicSplineSlopes
```

The error:

```
Main.lean:31:2: error: unsolved goals
case refine_4
a b : ℝ
hab : a < b
ya yb ma mb : ℝ
hne : b - a ≠ 0
⊢ ma + (3 * (yb - ya) / (b - a) ^ 2 - (2 * ma + mb) / (b - a)) * eval a (derivative ((X - C a) ^ 2)) +
      ((ma + mb) / (b - a) ^ 2 - 2 * (yb - ya) / (b - a) ^ 3) * eval a (derivative ((X - C a) ^ 3)) =
    ma
Try this:
  [apply] ring_nf
  
  The `ring` tactic failed to close the goal. Use `ring_nf` to obtain a normal form.
    
  Note that `ring` works primarily in *commutative* rings. If you have a noncommutative ring, abelian group or module, consider using `noncomm_ring`, `abel` or `module` instead.
Main.lean:32:2: error: unsolved goals
case refine_5
a b : ℝ
hab : a < b
ya yb ma mb : ℝ
hne : b - a ≠ 0
⊢ b * a * ma * eval b (derivative (-(X * C a * 2) + X ^ 2 + C a ^ 2)) * 4 +
                                          b * a * mb * eval b (derivative (-(X * C a * 2) + X ^ 2 + C a ^ 2)) * 2 +
                                        b * a ^ 2 * ma * 3 +
                                      b * ma *
                                        eval b (derivative (X * C a ^ 2 * 3 - X ^ 2 * C a * 3 + X ^ 3 - C a ^ 3)) +
                                    b * yb * eval b (derivative (-(X * C a * 2) + X ^ 2 + C a ^ 2)) * 3 -
                                  b * ya * eval b (derivative (-(X * C a * 2) + X ^ 2 + C a ^ 2)) * 3 +
                                b * mb * eval b (derivative (X * C a ^ 2 * 3 - X ^ 2 * C a * 3 + X ^ 3 - C a ^ 3)) -
                              b ^ 2 * a * ma * 3 -
                            b ^ 2 * ma * eval b (derivative (-(X * C a * 2) + X ^ 2 + C a ^ 2)) * 2 -
                          b ^ 2 * mb * eval b (derivative (-(X * C a * 2) + X ^ 2 + C a ^ 2)) +
                        b ^ 3 * ma -
                      a * ma * eval b (derivative (X * C a ^ 2 * 3 - X ^ 2 * C a * 3 + X ^ 3 - C a ^ 3)) -
                    a * yb * eval b (derivative (-(X * C a * 2) + X ^ 2 + C a ^ 2)) * 3 +
                  a * ya * eval b (derivative (-(X * C a * 2) + X ^ 2 + C a ^ 2)) * 3 -
                a * mb * eval b (derivative (X * C a ^ 2 * 3 - X ^ 2 * C a * 3 + X ^ 3 - C a ^ 3)) -
              a ^ 2 * ma * eval b (derivative (-(X * C a * 2) + X ^ 2 + C a ^ 2)) * 2 -
            a ^ 2 * mb * eval b (derivative (-(X * C a * 2) + X ^ 2 + C a ^ 2)) -
          a ^ 3 * ma -
        yb * eval b (derivative (X * C a ^ 2 * 3 - X ^ 2 * C a * 3 + X ^ 3 - C a ^ 3)) * 2 +
      ya * eval b (derivative (X * C a ^ 2 * 3 - X ^ 2 * C a * 3 + X ^ 3 - C a ^ 3)) * 2 =
    b * a ^ 2 * mb * 3 - b ^ 2 * a * mb * 3 + b ^ 3 * mb - a ^ 3 * mb
```

This version goes through:

```diff
@@ -28,8 +28,10 @@
   · simp [hermiteCubic]
   · simp [hermiteCubic]
-    field_simp <;> ring
-  · simp [hermiteCubic]
-  · simp [hermiteCubic]
-    field_simp <;> ring
+    field_simp
+    ring
+  · simp [hermiteCubic, derivative_pow]
+  · simp [hermiteCubic, derivative_pow]
+    field_simp
+    ring
 
 end
```

What went wrong. Both errors are in the slope conditions. In each, `simp` leaves the derivatives of `(X - C a) ^ 2` and `(X - C a) ^ 3` unevaluated, because the simp set it uses does not expand these powers.

At `a`, those terms remain in the goal, although they vanish there. At `b`, `ring` treats the evaluated derivatives as unknown quantities. It can rearrange the polynomials inside them but cannot differentiate, so it fails to close the goal and leaves the long normal form shown. The suggestion to use `ring_nf` would not supply the missing derivatives.

Adding `derivative_pow` to both `simp` calls supplies the power rule. The derivatives become `2 * (X - C a)` and `3 * (X - C a) ^ 2`, up to form. At `a` both evaluate to zero, and `simp` finishes; at `b` they give ordinary expressions in `b - a`, which `field_simp` and `ring` can handle.

Putting `field_simp` and `ring` on separate lines instead of joining them with `<;>` is mere tidying.
